# On a finite set of nonnegatively weighted configurations, first order in the three-body energy bounds the third virial coefficient from above

**Q:** I have a third virial coefficient from a pair potential and want to add three-body dispersion. I sum the three-body energy over sampled triples, each weighted by its pair Boltzmann factor and its quadrature weight, multiply by $\beta/(3V)$, and add the result. This replaces an exponential by its linear part. Do I know the sign of the error?

**A:** Yes, if you compare with the full exponential on the same configurations and the weights are nonnegative. The first-order value is then never too low. For a classical gas represented by a finite set of triples, this tells you which way the linearisation shifts a dispersion model's prediction before you compare it with experiment.

**Q:** Show me by hand first. What exactly is the function?

**A:** Let $t$ label the three-particle configurations, finitely many of them. Configuration $t$ has a weight $B_t\ge 0$, which is the pair Boltzmann factor (the Boltzmann factor of the sum of the three pair energies of the triple) times the quadrature weight, and a real three-body energy $w_t$. Let $\beta$ be the inverse temperature, $V>0$ the volume, and $x$ a coupling that scales the three-body energy: $x=0$ is the pair-only gas and $x=1$ the full model. Then

$$C(x)=K-\frac{1}{3V}\sum_t B_t\,e^{-\beta x w_t},$$

where $K$ collects everything that doesn't depend on $x$. Differentiating term by term gives

$$C'(x)=\frac{\beta}{3V}\sum_t B_t w_t\,e^{-\beta x w_t},\qquad C'(0)=\frac{\beta}{3V}\sum_t B_t w_t .$$

Now subtract $C(x)$ from the first-order estimate. The constant $K$ cancels, and

$$C(0)+x\,C'(0)-C(x)=\frac{1}{3V}\sum_t B_t\left[e^{-\beta x w_t}-1+\beta x w_t\right].$$

Each bracket is $g(\beta x w_t)$ with $g(u)=e^{-u}-1+u$. Since $g'(u)=1-e^{-u}$ is negative for $u<0$ and positive for $u>0$, the minimum of $g$ is $g(0)=0$, attained only there. Every term of the sum is therefore nonnegative, and $C(x)\le C(0)+x\,C'(0)$.

**Q:** That never used the sign of $w_t$. The triple-dipole energy is positive for an equilateral triangle and negative for a collinear arrangement.

**A:** Mixed signs are allowed, and so is either sign of $x$ or $\beta$. The inequality for $g$ holds on the whole real line.

**Q:** Then let me see whether the Lean definitions describe the same thing. Where are the triples?

**A:** They are the elements of a finite type `ι`. Nothing about particle positions enters the type itself. The sum stands for an integral over the positions of all three particles, which is why it is divided by $V$. If you use a grid over triangle shapes instead, the quadrature weight of each shape must include the factor from all its placements and orientations in the volume.

```lean
import Mathlib

open Finset

namespace ThreeBodyVirial

noncomputable section

variable {ι : Type*} [Fintype ι]
```

The coefficient itself is `thirdVirial K β V B w x`, with `B t` and `w t` for $B_t$ and $w_t$.

```lean
/-- Third virial coefficient at three-body coupling `x`, as a finite sum over three-particle
configurations with weights `B` and three-body energies `w`; `K` collects the terms that do not
depend on the coupling. -/
def thirdVirial (K β V : ℝ) (B w : ι → ℝ) (x : ℝ) : ℝ :=
  K - 1 / (3 * V) * ∑ t, B t * Real.exp (-(β * x * w t))
```

**Q:** An arbitrary `K` makes me suspicious. Could it hide some of the physics?

**A:** It holds the pair-only coefficient $C(0)$ plus $\frac{1}{3V}\sum_t B_t$. With that choice the formula reads

$$C(x)=C(0)+\frac{1}{3V}\sum_t B_t\left(1-e^{-\beta x w_t}\right),$$

which is the usual nonadditive correction, discretised. The prefactor $\frac{1}{3V}$ is the one for a one-component gas, with $C$ the coefficient of $\rho^3$ in the expansion of $\beta P$, where $P$ is the pressure and $\rho$ the number density. `K` may depend on temperature and volume, but not on $x$. Because it cancels from the error, the theorems hold for any real value.

The slope has its own definition, at any coupling:

```lean
/-- The three-body energy summed with the Boltzmann weights at coupling `x`,
times `β / (3 V)`. -/
def virialSlope (β V : ℝ) (B w : ι → ℝ) (x : ℝ) : ℝ :=
  β / (3 * V) * ∑ t, B t * w t * Real.exp (-(β * x * w t))
```

**Q:** And what does the main theorem say in words?

**A:** `first_order_bounds_thirdVirial` takes real `K` and `β`, a positive `V`, nonnegative weights `B` and arbitrary real energies `w`. Its first part, a `HasDerivAt` statement, says that $C$ is differentiable at zero coupling with derivative $\frac{\beta}{3V}\sum_t B_t w_t$. Its second part says that $C(x)\le C(0)+x$ times that same number, for every real $x$.

The hypothesis `hV` says that the sample has a positive volume. The hypothesis `hB` is a condition on your integration scheme: pair Boltzmann factors are never negative, so nonnegative quadrature weights are enough.

**Q:** Does it matter if a few quadrature weights are negative?

**A:** It can reverse the bound. Take a single configuration in dimensionless units with $B=-1$, $w=1$, $\beta=1$, $V=1/3$ and $K=0$. Then $C(x)=e^{-x}$, with $C(0)=1$ and $C'(0)=-1$. At $x=1$ the first-order estimate is $0$, while $C(1)=e^{-1}\approx 0.37$ lies above it.

**Q:** What about the true integral over all positions?

**A:** The theorem concerns the finite sum. It says nothing about discretisation error, about quantum corrections, or about the quality of $w$. The weights must also stay fixed as $x$ changes: if you estimate $C(x)$ and the first-order value from two independent random samples, noise can reverse their order.

**Q:** Fine. How does the proof start?

**A:** With the function $g$, called `excess`.

```lean
/-- The excess of the Boltzmann factor `exp (-u)` over its linearisation `1 - u`. -/
def excess (u : ℝ) : ℝ := Real.exp (-u) - 1 + u
```

Its nonnegativity is the inequality $1+s\le e^s$ at $s=-u$.

```lean
/-- The Boltzmann factor never lies below its linearisation. -/
theorem excess_nonneg (u : ℝ) : 0 ≤ excess u := by
  unfold excess
  linarith [Real.add_one_le_exp (-u)]
```

The strict version of that inequality, valid for $s\neq 0$, shows that $g$ vanishes only at zero. This will settle when first order is exact.

```lean
/-- The Boltzmann factor agrees with its linearisation only at zero reduced energy. -/
theorem excess_eq_zero_iff (u : ℝ) : excess u = 0 ↔ u = 0 := by
  constructor
  · intro h
    by_contra hu
    have h1 := Real.add_one_lt_exp (neg_ne_zero.mpr hu)
    unfold excess at h
    linarith
  · intro h
    simp [excess, h]
```

**Q:** The next lemma bounds $g$ from above. Is it needed for the main theorem?

**A:** No, it serves an error estimate at the end. For $u\ge 0$ we have $e^u\ge 1+u+u^2/2$. Multiply by $1-u+u^2/2$, which is positive:

$$e^u\left(1-u+\tfrac{u^2}{2}\right)\ \ge\ \left(1+u+\tfrac{u^2}{2}\right)\left(1-u+\tfrac{u^2}{2}\right)=1+\tfrac{u^4}{4}\ \ge\ 1 .$$

Multiplying by $e^{-u}$ gives $e^{-u}\le 1-u+u^2/2$, which is $g(u)\le u^2/2$. In the code, `h1` is the displayed inequality and `h2` the result of the last multiplication.

```lean
/-- For a nonnegative reduced energy `u` the excess is at most `u ^ 2 / 2`. -/
theorem excess_le_sq {u : ℝ} (hu : 0 ≤ u) : excess u ≤ u ^ 2 / 2 := by
  have h := Real.quadratic_le_exp_of_nonneg hu
  have hq : 0 ≤ 1 - u + u ^ 2 / 2 := by nlinarith [sq_nonneg (u - 1)]
  -- the product of the two quadratic polynomials is `1 + u ^ 4 / 4`
  have h1 : 1 ≤ Real.exp u * (1 - u + u ^ 2 / 2) := by
    nlinarith [mul_le_mul_of_nonneg_right h hq, sq_nonneg (u ^ 2)]
  have he : Real.exp (-u) * Real.exp u = 1 := by
    rw [← Real.exp_add, neg_add_cancel, Real.exp_zero]
  have h2 := mul_le_mul_of_nonneg_left h1 (Real.exp_pos (-u)).le
  rw [← mul_assoc, he, mul_one, one_mul] at h2
  unfold excess
  linarith
```

**Q:** And the derivative?

**A:** It is the term-by-term differentiation from before. In the proof, `h1` differentiates the exponent, `h1.exp` applies the chain rule, and `HasDerivAt.fun_sum` adds the terms. The final lines match the result to `virialSlope`. This holds at every coupling, not only at zero.

```lean
/-- The derivative of the third virial coefficient with respect to the three-body coupling is
`virialSlope`, at every coupling. -/
theorem hasDerivAt_thirdVirial (K β V : ℝ) (B w : ι → ℝ) (x : ℝ) :
    HasDerivAt (thirdVirial K β V B w) (virialSlope β V B w x) x := by
  have h : ∀ t ∈ (univ : Finset ι),
      HasDerivAt (fun y : ℝ => B t * Real.exp (-(β * y * w t)))
        (B t * (Real.exp (-(β * x * w t)) * (-(β * w t)))) x := by
    intro t _
    have h1 : HasDerivAt (fun y : ℝ => -(β * y * w t)) (-(β * w t)) x :=
      (((hasDerivAt_id' x).const_mul β).mul_const (w t)).fun_neg.congr_deriv (by ring)
    exact h1.exp.const_mul (B t)
  have h2 : HasDerivAt (thirdVirial K β V B w) _ x :=
    ((HasDerivAt.fun_sum h).const_mul (1 / (3 * V))).const_sub K
  refine h2.congr_deriv ?_
  simp only [virialSlope, Finset.mul_sum, ← Finset.sum_neg_distrib]
  exact Finset.sum_congr rfl fun t _ => by ring
```

**Q:** Your calculation by hand expanded about $x=0$. Why does the next identity have a second coupling $y$?

**A:** It takes the tangent at any reference coupling $y$. Split the Boltzmann factor as $e^{-\beta x w_t}=e^{-\beta y w_t}\,e^{-\beta(x-y)w_t}$, and the earlier subtraction becomes

$$C(y)+(x-y)\,C'(y)-C(x)=\frac{1}{3V}\sum_t B_t\,e^{-\beta y w_t}\,g\big(\beta(x-y)w_t\big).$$

The step `he` is the splitting. The step `h` collects the sum on the right into the sums that appear in $C(x)$, $C(y)$ and $C'(y)$, and `ring` finishes the algebra. No sign condition is used yet.

```lean
/-- The tangent at coupling `y` minus the third virial coefficient at coupling `x` is a weighted
sum of the excesses of the Boltzmann factors. -/
theorem tangent_sub_thirdVirial (K β V : ℝ) (B w : ι → ℝ) (y x : ℝ) :
    thirdVirial K β V B w y + (x - y) * virialSlope β V B w y - thirdVirial K β V B w x
      = 1 / (3 * V) *
        ∑ t, B t * Real.exp (-(β * y * w t)) * excess (β * (x - y) * w t) := by
  have h : ∑ t, B t * Real.exp (-(β * y * w t)) * excess (β * (x - y) * w t)
      = ∑ t, B t * Real.exp (-(β * x * w t)) - ∑ t, B t * Real.exp (-(β * y * w t))
        + β * (x - y) * ∑ t, B t * w t * Real.exp (-(β * y * w t)) := by
    rw [Finset.mul_sum, ← Finset.sum_sub_distrib, ← Finset.sum_add_distrib]
    refine Finset.sum_congr rfl fun t _ => ?_
    -- split the Boltzmann factor at `x` into the one at `y` and the remainder
    have he : Real.exp (-(β * x * w t))
        = Real.exp (-(β * y * w t)) * Real.exp (-(β * (x - y) * w t)) := by
      rw [← Real.exp_add]
      congr 1
      ring
    rw [he, excess]
    ring
  rw [h]
  unfold thirdVirial virialSlope
  ring
```

**Q:** So the signs come in now.

**A:** Yes. With $V>0$ and $B_t\ge 0$, the right-hand side is a positive prefactor times a sum of nonnegative terms. In the proof, `hs` records this, and `linarith` combines it with the identity. So $C$ lies on or below each of its tangents.

```lean
/-- For positive `V` and nonnegative weights, the third virial coefficient lies on or below its
tangent at any reference coupling `y`. -/
theorem thirdVirial_le_tangent (K β : ℝ) {V : ℝ} (hV : 0 < V) {B : ι → ℝ}
    (hB : ∀ t, 0 ≤ B t) (w : ι → ℝ) (y x : ℝ) :
    thirdVirial K β V B w x
      ≤ thirdVirial K β V B w y + (x - y) * virialSlope β V B w y := by
  have hg := tangent_sub_thirdVirial K β V B w y x
  have hs : 0 ≤ 1 / (3 * V) *
      ∑ t, B t * Real.exp (-(β * y * w t)) * excess (β * (x - y) * w t) :=
    mul_nonneg (by positivity) (Finset.sum_nonneg fun t _ =>
      mul_nonneg (mul_nonneg (hB t) (Real.exp_pos _).le) (excess_nonneg _))
  linarith
```

The main theorem is the case $y=0$. There every exponential in the slope equals one, which is the step `h0`, and the slope reduces to $\frac{\beta}{3V}\sum_t B_t w_t$.

```lean
/-- The slope of the third virial coefficient at zero three-body coupling is `β / (3 V) * ∑ B w`,
and, for positive `V` and nonnegative weights, the first-order estimate built from it is an upper
bound at every real coupling. -/
theorem first_order_bounds_thirdVirial (K β : ℝ) {V : ℝ} (hV : 0 < V) {B : ι → ℝ}
    (hB : ∀ t, 0 ≤ B t) (w : ι → ℝ) :
    HasDerivAt (thirdVirial K β V B w) (β / (3 * V) * ∑ t, B t * w t) 0 ∧
    ∀ x, thirdVirial K β V B w x
      ≤ thirdVirial K β V B w 0 + x * (β / (3 * V) * ∑ t, B t * w t) := by
  have h0 : virialSlope β V B w 0 = β / (3 * V) * ∑ t, B t * w t := by
    simp only [virialSlope, mul_zero, zero_mul, neg_zero, Real.exp_zero, mul_one]
  rw [← h0]
  refine ⟨hasDerivAt_thirdVirial K β V B w 0, fun x => ?_⟩
  have h := thirdVirial_le_tangent K β hV hB w 0 x
  rwa [sub_zero] at h
```

**Q:** An upper bound alone doesn't tell me how far off I am. Can I get a lower one?

**A:** Take the tangent at the coupling $x$ itself and evaluate it at zero: $C(0)\le C(x)-x\,C'(x)$. Rearranged, this is

$$C(0)+x\,C'(x)\ \le\ C(x)\ \le\ C(0)+x\,C'(0).$$

The lower estimate uses the same energies, now weighted by the Boltzmann factor that includes the three-body term at coupling $x$. It needs the same exponentials as $C(x)$ itself, so on a given set of configurations it saves no work over summing $C(x)$ directly.

```lean
/-- For positive `V` and nonnegative weights, the estimate from zero coupling that uses the slope at
coupling `x` is a lower bound on the third virial coefficient at `x`. -/
theorem full_coupling_slope_le_thirdVirial (K β : ℝ) {V : ℝ} (hV : 0 < V) {B : ι → ℝ}
    (hB : ∀ t, 0 ≤ B t) (w : ι → ℝ) (x : ℝ) :
    thirdVirial K β V B w 0 + x * virialSlope β V B w x ≤ thirdVirial K β V B w x := by
  have h := thirdVirial_le_tangent K β hV hB w x 0
  linarith
```

**Q:** When is the first-order value exactly right? I could imagine positive and negative energies cancelling.

**A:** They can cancel in the slope, but not in the error, because the error is a sum of nonnegative terms. For $\beta\neq 0$ and $x\neq 0$, first order is exact only if every configuration has $B_t=0$ or $w_t=0$. In particular, a vanishing slope doesn't mean that the three-body energy has no effect on $C$.

In the proof, the forward direction sets the weighted sum of excesses to zero, concludes that each term is zero, and applies `excess_eq_zero_iff`. In the other direction every term vanishes at once.

```lean
/-- For positive `V`, nonnegative weights, and nonzero `β` and coupling, the first-order estimate is
exact if and only if every configuration has zero weight or zero three-body energy. -/
theorem first_order_exact_iff (K : ℝ) {β V x : ℝ} (hβ : β ≠ 0) (hV : 0 < V) (hx : x ≠ 0)
    {B : ι → ℝ} (hB : ∀ t, 0 ≤ B t) (w : ι → ℝ) :
    thirdVirial K β V B w x
        = thirdVirial K β V B w 0 + x * (β / (3 * V) * ∑ t, B t * w t)
      ↔ ∀ t, B t = 0 ∨ w t = 0 := by
  have hg := tangent_sub_thirdVirial K β V B w 0 x
  simp only [virialSlope, mul_zero, zero_mul, neg_zero, Real.exp_zero, mul_one,
    sub_zero] at hg
  have hV' : 1 / (3 * V) ≠ 0 := by positivity
  constructor
  · intro h t
    have hp : 1 / (3 * V) * ∑ t, B t * excess (β * x * w t) = 0 := by
      linear_combination -hg - h
    have hs := (mul_eq_zero.mp hp).resolve_left hV'
    -- a vanishing sum of nonnegative terms vanishes term by term
    have ht := (Finset.sum_eq_zero_iff_of_nonneg fun t _ =>
      mul_nonneg (hB t) (excess_nonneg (β * x * w t))).mp hs t (Finset.mem_univ t)
    rcases mul_eq_zero.mp ht with h1 | h1
    · exact Or.inl h1
    · exact Or.inr ((mul_eq_zero.mp ((excess_eq_zero_iff _).mp h1)).resolve_left
        (mul_ne_zero hβ hx))
  · intro h
    have hs : ∑ t, B t * excess (β * x * w t) = 0 :=
      Finset.sum_eq_zero fun t _ => by
        rcases h t with h1 | h1 <;> simp [h1, excess]
    rw [hs] at hg
    linear_combination -hg
```

**Q:** And the size of the error?

**A:** If $\beta$, $x$ and all the $w_t$ are nonnegative, then $g(u)\le u^2/2$ applies to each term:

$$C(0)+x\,C'(0)-C(x)\ \le\ \frac{1}{3V}\sum_t B_t\,\frac{(\beta x w_t)^2}{2}.$$

The proof takes the exact identity at $y=0$ and bounds the sum term by term.

```lean
/-- For positive `V` and nonnegative weights, three-body energies, `β` and coupling, the first-order
estimate exceeds the third virial coefficient by at most a term quadratic in the coupling. -/
theorem first_order_error_le (K : ℝ) {β V x : ℝ} (hβ : 0 ≤ β) (hV : 0 < V) (hx : 0 ≤ x)
    {B w : ι → ℝ} (hB : ∀ t, 0 ≤ B t) (hw : ∀ t, 0 ≤ w t) :
    thirdVirial K β V B w 0 + x * (β / (3 * V) * ∑ t, B t * w t) - thirdVirial K β V B w x
      ≤ 1 / (3 * V) * ∑ t, B t * ((β * x * w t) ^ 2 / 2) := by
  have hg := tangent_sub_thirdVirial K β V B w 0 x
  simp only [virialSlope, mul_zero, zero_mul, neg_zero, Real.exp_zero, mul_one,
    sub_zero] at hg
  rw [hg]
  refine mul_le_mul_of_nonneg_left (Finset.sum_le_sum fun t _ => ?_) (by positivity)
  exact mul_le_mul_of_nonneg_left
    (excess_le_sq (mul_nonneg (mul_nonneg hβ hx) (hw t))) (hB t)

end

end ThreeBodyVirial
```

```lean
#print axioms ThreeBodyVirial.first_order_bounds_thirdVirial
#print axioms ThreeBodyVirial.full_coupling_slope_le_thirdVirial
#print axioms ThreeBodyVirial.first_order_exact_iff
#print axioms ThreeBodyVirial.first_order_error_le
```

```
'ThreeBodyVirial.first_order_bounds_thirdVirial' depends on axioms: [propext, Classical.choice, Quot.sound]
'ThreeBodyVirial.full_coupling_slope_le_thirdVirial' depends on axioms: [propext, Classical.choice, Quot.sound]
'ThreeBodyVirial.first_order_exact_iff' depends on axioms: [propext, Classical.choice, Quot.sound]
'ThreeBodyVirial.first_order_error_le' depends on axioms: [propext, Classical.choice, Quot.sound]
```

**Q:** My triple-dipole energies include collinear triples, so some $w_t$ are negative. Does the quadratic bound still cover me?

**A:** No, that one requires all energies to be nonnegative. For negative $u$ the excess is larger than $u^2/2$. The two-sided bracket does cover you, since it puts no condition on the sign of $w_t$.

**Q:** Would the same reasoning work one order down, for the second virial coefficient?

**A:** It would. Suppose the pair potential is $u_0+x\,u_1$, and let $b_p\ge 0$ be the Boltzmann factor of $u_0$ times the quadrature weight for pair configuration $p$. The second virial coefficient is then a constant minus $\frac{1}{2V}\sum_p b_p\,e^{-\beta x u_1(p)}$. The same subtraction leaves a nonnegative sum of excesses, so first order in $u_1$ gives an upper bound there as well. That is a derivation by hand; the Lean theorems above treat the third coefficient.
